# A normalised mixture of two spin-triplet pair states with real d-vectors is invariant under the spin flip

For a real vector `v`, the four entries of (v · σ) iσ₂ are taken as the amplitudes of an unnormalised triplet state of two spins ½. The theorem `pairState_spinFlip` takes the incoherent sum of the projector-like matrices of two such states, divided by its trace, and says that this matrix ρ equals (σ₂ ⊗ σ₂) ρ* (σ₂ ⊗ σ₂), where ρ* is the entrywise complex conjugate. ρ has trace one unless both vectors vanish; in that case Lean's convention 0⁻¹ = 0 makes it the zero matrix, and the equation still holds. The proof first shows that σ₂ ⊗ σ₂ takes the conjugate of each spin vector back to the vector itself (`h1`), with a matching statement for multiplication from the right (`h2`). It then computes ρ* in `hmap` and puts the three facts together.

This version doesn't compile in Lean 4 with Mathlib:

```lean
import Mathlib

open Matrix
open scoped Kronecker

namespace PairStateSpinFlip

noncomputable section

/-- The spin matrix `v · σ` of a real vector `v`. -/
def sigma (v : Fin 3 → ℝ) : Matrix (Fin 2) (Fin 2) ℂ :=
  !![(v 2 : ℂ), v 0 - Complex.I * v 1; v 0 + Complex.I * v 1, -(v 2 : ℂ)]

/-- The spin vector of the pair, with the entries of `(v · σ) i σ₂` as amplitudes. -/
def psi (v : Fin 3 → ℝ) : Fin 2 × Fin 2 → ℂ :=
  fun s => (sigma v * !![0, 1; -1, 0] : Matrix (Fin 2) (Fin 2) ℂ) s.1 s.2

/-- The unnormalized incoherent sum of the spin states belonging to `v` and `w`. -/
def spinSum (v w : Fin 3 → ℝ) : Matrix (Fin 2 × Fin 2) (Fin 2 × Fin 2) ℂ :=
  vecMulVec (psi v) (star (psi v)) + vecMulVec (psi w) (star (psi w))

/-- The trace-normalized spin state of the pair, for `v` and `w` not both zero. -/
def pairState (v w : Fin 3 → ℝ) : Matrix (Fin 2 × Fin 2) (Fin 2 × Fin 2) ℂ :=
  (spinSum v w).trace⁻¹ • spinSum v w

/-- The spin flip `(σ₂ ⊗ σ₂) ρ* (σ₂ ⊗ σ₂)` of a two-spin state. -/
def spinFlip (ρ : Matrix (Fin 2 × Fin 2) (Fin 2 × Fin 2) ℂ) :
    Matrix (Fin 2 × Fin 2) (Fin 2 × Fin 2) ℂ :=
  (sigma ![0, 1, 0] ⊗ₖ sigma ![0, 1, 0]) * ρ.map star * (sigma ![0, 1, 0] ⊗ₖ sigma ![0, 1, 0])

/-- The overlap of two spin vectors is twice the scalar product of their real vectors. -/
theorem psi_inner (v w : Fin 3 → ℝ) :
    star (psi v) ⬝ᵥ psi w = ((2 * (v ⬝ᵥ w) : ℝ) : ℂ) := by
  apply Complex.ext <;>
    simp [psi, sigma, dotProduct, Fintype.sum_prod_type, Fin.sum_univ_two, Fin.sum_univ_three,
      Matrix.mul_apply] <;> ring

/-- The total weight of the spin sum is twice the sum of the squared lengths of `v` and `w`. -/
theorem spinSum_trace (v w : Fin 3 → ℝ) :
    (spinSum v w).trace = ((2 * (v ⬝ᵥ v + w ⬝ᵥ w) : ℝ) : ℂ) := by
  rw [spinSum, trace_add, trace_vecMulVec, trace_vecMulVec, dotProduct_comm (psi v),
    dotProduct_comm (psi w), psi_inner, psi_inner]
  push_cast
  ring

/-- The spin state built from two real vectors is invariant under the spin flip. -/
theorem pairState_spinFlip (v w : Fin 3 → ℝ) : spinFlip (pairState v w) = pairState v w := by
  have h1 : ∀ u, (sigma ![0, 1, 0] ⊗ₖ sigma ![0, 1, 0]) *ᵥ star (psi u) = psi u := by
    intro u
    ext ⟨i, j⟩
    fin_cases i <;> fin_cases j <;> apply Complex.ext <;>
      simp [psi, sigma, mulVec, dotProduct, Fintype.sum_prod_type, Fin.sum_univ_two,
        Matrix.mul_apply]
  have h2 : ∀ u, psi u ᵥ* (sigma ![0, 1, 0] ⊗ₖ sigma ![0, 1, 0]) = star (psi u) := by
    intro u
    ext ⟨i, j⟩
    fin_cases i <;> fin_cases j <;> apply Complex.ext <;>
      simp [psi, sigma, vecMul, dotProduct, Fintype.sum_prod_type, Fin.sum_univ_two,
        Matrix.mul_apply]
  have hmap : (pairState v w).map star = (spinSum v w).trace⁻¹ •
      (vecMulVec (star (psi v)) (psi v) + vecMulVec (star (psi w)) (psi w)) := by
    rw [pairState, spinSum_trace]
    ext s r
    simp [spinSum, vecMulVec_apply]
  rw [spinFlip, hmap, Matrix.mul_smul, Matrix.smul_mul, Matrix.mul_add, Matrix.add_mul,
    mul_vecMulVec, mul_vecMulVec, vecMulVec_mul, vecMulVec_mul, h1, h1, h2, h2]
  rfl

end

end PairStateSpinFlip
```

Compiling this gives:

```
Main.lean:61:79: error: unsolved goals
v w : Fin 3 → ℝ
h1 :
  ∀ (u : Fin 3 → ℝ), kroneckerMap (fun x1 x2 => x1 * x2) (sigma ![0, 1, 0]) (sigma ![0, 1, 0]) *ᵥ star (psi u) = psi u
h2 :
  ∀ (u : Fin 3 → ℝ), psi u ᵥ* kroneckerMap (fun x1 x2 => x1 * x2) (sigma ![0, 1, 0]) (sigma ![0, 1, 0]) = star (psi u)
s r : Fin 2 × Fin 2
⊢ (↑(v ⬝ᵥ v) + ↑(w ⬝ᵥ w))⁻¹ * ((starRingEnd ℂ) 2)⁻¹ * ((starRingEnd ℂ) (psi v s) * psi v r) +
      (↑(v ⬝ᵥ v) + ↑(w ⬝ᵥ w))⁻¹ * ((starRingEnd ℂ) 2)⁻¹ * ((starRingEnd ℂ) (psi w s) * psi w r) =
    (↑(v ⬝ᵥ v) + ↑(w ⬝ᵥ w))⁻¹ * 2⁻¹ * ((starRingEnd ℂ) (psi v s) * psi v r + (starRingEnd ℂ) (psi w s) * psi w r)
```

What went wrong. The error lies in `hmap`, the formula for the conjugated state: `simp` reduces it to an equation between matrix entries but does not close it. The trace had been rewritten as twice a real number, and conjugation acts on its inverse. In the goal that remains, the real scalar products are already free of conjugation, but the factor 2 on the left still stands as `(starRingEnd ℂ) 2`, the complex conjugate of 2, while the right side has a plain 2. The two sides also differ in form: on the left the prefactor multiplies each of the two terms separately, on the right it multiplies their sum.

The repair deals with both differences. The new fact `hc` says that the conjugate of 2 is 2; it comes from `map_ofNat`, since a ring homomorphism preserves numerals. `rw [hc]` puts this into the goal, and `ring` then proves the remaining identity by distributivity. Without `hc`, `ring` would treat the conjugated 2 as an unknown quantity unrelated to 2.

After these edits no error is left:

```diff
@@ -60,7 +60,10 @@
   have hmap : (pairState v w).map star = (spinSum v w).trace⁻¹ •
       (vecMulVec (star (psi v)) (psi v) + vecMulVec (star (psi w)) (psi w)) := by
+    have hc : (starRingEnd ℂ) 2 = 2 := map_ofNat (starRingEnd ℂ) 2
     rw [pairState, spinSum_trace]
     ext s r
     simp [spinSum, vecMulVec_apply]
+    rw [hc]
+    ring
   rw [spinFlip, hmap, Matrix.mul_smul, Matrix.smul_mul, Matrix.mul_add, Matrix.add_mul,
     mul_vecMulVec, mul_vecMulVec, vecMulVec_mul, vecMulVec_mul, h1, h1, h2, h2]
```
